# The two-site polaron self-traps only when the reorganisation energy exceeds twice the transfer integral

Take a charge shared by two equivalent sites, with reorganisation energy $l>0$ and transfer integral $J>0$. If its adiabatic hopping barrier is set to the Marcus value $l/4$ regardless of $J$, two things go wrong. For $l>2J$ the barrier is too high by $J-J^2/l$, and for $l\le 2J$ a barrier is assigned to a surface that has only one minimum. In this model of one electron and one classical lattice coordinate, the results below say when a localised small polaron exists and how far electronic coupling lowers its adiabatic barrier.

In Lean 4 with Mathlib:

```lean
import Mathlib

open Matrix Filter Topology

namespace TwoSitePolaron

noncomputable section
```

## Two coupled parabolas

Let $y$ be a dimensionless lattice coordinate. With the charge fixed on one site, the lattice energy is a parabola centred at $y=-1/2$ or $y=+1/2$. At either centre the other parabola has energy $l$, which is the reorganisation energy. The transfer integral couples the two:

$$H(y)=\begin{pmatrix} l(y+\tfrac12)^2 & J\\ J & l(y-\tfrac12)^2\end{pmatrix}.$$

The lattice is classical and its kinetic energy is left out. All parameters are real numbers, and the sites have no energy offset. Reversing the sign of $J$ changes the eigenvectors but not the eigenvalues; the later theorems take $J\ge 0$.

```lean
/-- The Hamiltonian of one charge on two sites: two displaced parabolas in the lattice
coordinate `y`, with reorganisation energy `l`, coupled by the transfer integral `J`. -/
def hamiltonian (l J y : ℝ) : Matrix (Fin 2) (Fin 2) ℝ :=
  !![l * (y + 1 / 2) ^ 2, J; J, l * (y - 1 / 2) ^ 2]
```

Write $s=\sqrt{l^2y^2+J^2}$ for half the splitting of the two adiabatic surfaces. The lower one is

$$E(y)=l(y^2+\tfrac14)-s.$$

```lean
/-- The lower adiabatic energy surface as a function of the lattice coordinate `y`. -/
def lowerSurface (l J y : ℝ) : ℝ :=
  l * (y ^ 2 + 1 / 4) - √(l ^ 2 * y ^ 2 + J ^ 2)
```

This formula is a definition, so it has to be tied to the matrix. With $m=l(y^2+\tfrac14)$, the diagonal entries are $m\pm ly$, and

$$\det(H-\varepsilon)=(m+ly-\varepsilon)(m-ly-\varepsilon)-J^2=(\varepsilon-m)^2-(l^2y^2+J^2).$$

A number $\varepsilon$ is an eigenvalue, meaning that some nonzero real vector `v` satisfies $Hv=\varepsilon v$, exactly when this determinant vanishes. In the proof, `hd` is the determinant and `key` rewrites $(H-\varepsilon)v$ as $Hv-\varepsilon v$.

```lean
/-- The secular equation: `E` is an eigenvalue of the two-site Hamiltonian exactly when its
distance from the mean site energy squares to `l² y² + J²`. -/
theorem eigenvalue_iff (l J y E : ℝ) :
    (∃ v : Fin 2 → ℝ, v ≠ 0 ∧ hamiltonian l J y *ᵥ v = E • v) ↔
      (E - l * (y ^ 2 + 1 / 4)) ^ 2 = l ^ 2 * y ^ 2 + J ^ 2 := by
  have h := Matrix.exists_mulVec_eq_zero_iff
    (M := hamiltonian l J y - E • (1 : Matrix (Fin 2) (Fin 2) ℝ))
  have hd : (hamiltonian l J y - E • (1 : Matrix (Fin 2) (Fin 2) ℝ)).det =
      (E - l * (y ^ 2 + 1 / 4)) ^ 2 - (l ^ 2 * y ^ 2 + J ^ 2) := by
    rw [Matrix.det_fin_two]
    simp [hamiltonian]
    ring
  have key : ∀ v : Fin 2 → ℝ,
      (hamiltonian l J y - E • (1 : Matrix (Fin 2) (Fin 2) ℝ)) *ᵥ v =
        hamiltonian l J y *ᵥ v - E • v := by
    intro v
    rw [Matrix.sub_mulVec, Matrix.smul_mulVec, Matrix.one_mulVec]
  simp only [key, hd, sub_eq_zero] at h
  exact h
```

Every eigenvalue therefore satisfies $|\varepsilon-m|=s$, hence $\varepsilon\ge m-s$, and $m-s$ is itself a root. `IsLeast` states both halves: the surface value belongs to the set of eigenvalues and bounds it from below.

```lean
/-- The lower adiabatic surface is the lowest eigenvalue of the two-site Hamiltonian. -/
theorem lowerSurface_isLeast (l J y : ℝ) :
    IsLeast {E : ℝ | ∃ v : Fin 2 → ℝ, v ≠ 0 ∧ hamiltonian l J y *ᵥ v = E • v}
      (lowerSurface l J y) := by
  have hs := Real.sq_sqrt (show 0 ≤ l ^ 2 * y ^ 2 + J ^ 2 by positivity)
  constructor
  · refine (eigenvalue_iff l J y _).2 ?_
    unfold lowerSurface
    linear_combination hs
  · intro E hE
    have h := Real.abs_le_sqrt ((eigenvalue_iff l J y E).1 hE).le
    have h' := (abs_le.1 h).1
    unfold lowerSurface
    linarith
```

## The floor of the surface

Since $ly^2=(s^2-J^2)/l$, completing the square gives

$$E(y)=\frac{s^2-J^2}{l}+\frac l4-s=\frac{(s-l/2)^2}{l}-\frac{J^2}{l}.$$

So $E\ge -J^2/l$, with equality exactly when $s=l/2$, that is, when $y^2=\tfrac14-J^2/l^2$. For $l<2J$ no real $y$ satisfies this condition, and the surface stays strictly above the bound. In the proof, the identity is `hE`; the two directions of the equality condition follow it.

```lean
/-- For `l > 0` the lower surface never falls below `-J²/l`, and it reaches this energy exactly
where `y² = 1/4 - J²/l²`. -/
theorem lowerSurface_bound {l : ℝ} (hl : 0 < l) (J y : ℝ) :
    -(J ^ 2 / l) ≤ lowerSurface l J y ∧
      (lowerSurface l J y = -(J ^ 2 / l) ↔ y ^ 2 = 1 / 4 - J ^ 2 / l ^ 2) := by
  have hs := Real.sq_sqrt (show 0 ≤ l ^ 2 * y ^ 2 + J ^ 2 by positivity)
  have hl2 : l ^ 2 ≠ 0 := by positivity
  have hk : J ^ 2 / l ^ 2 * l ^ 2 = J ^ 2 := div_mul_cancel₀ _ hl2
  -- complete the square in the half-splitting of the two surfaces
  have hE : lowerSurface l J y =
      (√(l ^ 2 * y ^ 2 + J ^ 2) - l / 2) ^ 2 / l - J ^ 2 / l := by
    unfold lowerSurface
    rw [← sub_div, eq_div_iff hl.ne']
    linear_combination -hs
  have hpos : 0 ≤ (√(l ^ 2 * y ^ 2 + J ^ 2) - l / 2) ^ 2 / l := by positivity
  refine ⟨by linarith, ?_, ?_⟩
  · intro h
    have h0 : (√(l ^ 2 * y ^ 2 + J ^ 2) - l / 2) ^ 2 / l = 0 := by linarith
    have h1 : (√(l ^ 2 * y ^ 2 + J ^ 2) - l / 2) ^ 2 = 0 :=
      (div_eq_zero_iff.1 h0).resolve_right hl.ne'
    have h2 : √(l ^ 2 * y ^ 2 + J ^ 2) = l / 2 := sub_eq_zero.1 (pow_eq_zero_iff two_ne_zero |>.1 h1)
    rw [h2] at hs
    apply mul_left_cancel₀ hl2
    linear_combination hk - hs
  · intro h
    have h1 : l ^ 2 * y ^ 2 + J ^ 2 = (l / 2) ^ 2 := by
      linear_combination l ^ 2 * h - hk
    have h2 : √(l ^ 2 * y ^ 2 + J ^ 2) = l / 2 := by
      rw [h1, Real.sqrt_sq (by positivity)]
    rw [hE, h2]
    ring
```

## Energy relative to the symmetric geometry

At $y=0$, $s=\sqrt{J^2}=J$ because $J\ge0$, so $E(0)=l/4-J$.

```lean
/-- For `J ≥ 0` the energy at the symmetric geometry `y = 0` is `l/4 - J`. -/
theorem lowerSurface_zero (l : ℝ) {J : ℝ} (hJ : 0 ≤ J) :
    lowerSurface l J 0 = l / 4 - J := by
  have h : l ^ 2 * (0 : ℝ) ^ 2 + J ^ 2 = J ^ 2 := by ring
  unfold lowerSurface
  rw [h, Real.sqrt_sq hJ]
  ring
```

Subtracting this value and using $l^2y^2=s^2-J^2$ again,

$$l\,[E(y)-E(0)]=s^2-J^2-l(s-J)=(s-J)(s+J-l).$$

```lean
/-- For `J ≥ 0` the energy relative to the symmetric geometry, multiplied by `l`, factorises in
terms of the half-splitting `√(l² y² + J²)` of the two surfaces. -/
theorem lowerSurface_sub_zero (l y : ℝ) {J : ℝ} (hJ : 0 ≤ J) :
    l * (lowerSurface l J y - lowerSurface l J 0) =
      (√(l ^ 2 * y ^ 2 + J ^ 2) - J) * (√(l ^ 2 * y ^ 2 + J ^ 2) + J - l) := by
  have hs := Real.sq_sqrt (show 0 ≤ l ^ 2 * y ^ 2 + J ^ 2 by positivity)
  rw [lowerSurface_zero l hJ]
  unfold lowerSurface
  linear_combination -hs
```

## One minimum or two

For $y\ne0$ we have $s>J$. If $l\le2J$, then $s+J-l>2J-l\ge0$, so both factors are positive and every distortion costs energy.

If $l>2J$, then

$$\frac14-\frac{J^2}{l^2}=\frac{(l-2J)(l+2J)}{4l^2}>0,$$

so real points reach the floor $-J^2/l$. A minimiser can lie no higher than these points, so it must reach the floor too.

In the statement, a minimiser is a `y` whose energy is at most that of every `z`, so the minima are global. The first case is carried by `hlt`, the second by comparison with the well at the positive square root.

```lean
/-- Self-trapping transition, for `l > 0` and `J ≥ 0`: if `l ≤ 2J` the lower surface is minimised
only at `y = 0`; if `l > 2J` its minimisers are exactly the points with
`y² = 1/4 - J²/l²`, a positive number. -/
theorem self_trapping {l J : ℝ} (hl : 0 < l) (hJ : 0 ≤ J) :
    (l ≤ 2 * J → ∀ y, (∀ z, lowerSurface l J y ≤ lowerSurface l J z) ↔ y = 0) ∧
    (2 * J < l → 0 < 1 / 4 - J ^ 2 / l ^ 2 ∧
      ∀ y, (∀ z, lowerSurface l J y ≤ lowerSurface l J z) ↔
        y ^ 2 = 1 / 4 - J ^ 2 / l ^ 2) := by
  constructor
  · intro h
    -- every distortion costs energy
    have hlt : ∀ y, y ≠ 0 → lowerSurface l J 0 < lowerSurface l J y := by
      intro y hy
      have hy2 : 0 < l ^ 2 * y ^ 2 := by positivity
      have hs : J < √(l ^ 2 * y ^ 2 + J ^ 2) := (Real.lt_sqrt hJ).2 (by linarith)
      have hp := mul_pos (sub_pos.2 hs)
        (show 0 < √(l ^ 2 * y ^ 2 + J ^ 2) + J - l by linarith)
      rw [← lowerSurface_sub_zero l y hJ] at hp
      exact sub_pos.1 ((mul_pos_iff_of_pos_left hl).1 hp)
    intro y
    constructor
    · intro hmin
      by_contra hy
      exact not_lt_of_ge (hmin 0) (hlt y hy)
    · intro hy z
      rw [hy]
      by_cases hz : z = 0
      · rw [hz]
      · exact (hlt z hz).le
  · intro h
    have hw : 0 < 1 / 4 - J ^ 2 / l ^ 2 := by
      rw [sub_pos, div_lt_iff₀ (by positivity)]
      nlinarith [mul_pos (sub_pos.2 h) (show 0 < l + 2 * J by linarith)]
    refine ⟨hw, fun y => ⟨fun hmin => ?_, fun hy z => ?_⟩⟩
    · -- compare with the bottom of a well
      have hb := (lowerSurface_bound hl J (√(1 / 4 - J ^ 2 / l ^ 2))).2.2
        (Real.sq_sqrt hw.le)
      have hle := hmin (√(1 / 4 - J ^ 2 / l ^ 2))
      rw [hb] at hle
      exact (lowerSurface_bound hl J y).2.1 (le_antisymm hle (lowerSurface_bound hl J y).1)
    · rw [(lowerSurface_bound hl J y).2.2 hy]
      exact (lowerSurface_bound hl J z).1
```

## The barrier and its Marcus limit

Between the wells and at their bottoms, $y^2\le\tfrac14-J^2/l^2$ gives $s\le l/2$. For $y\neq0$ also $J<s$, so $s+J-l<2s-l\le0$: the product is negative and $y=0$ is the top of the barrier.

```lean
/-- For `l > 0` and `J ≥ 0`, every point other than `y = 0` with `y² ≤ 1/4 - J²/l²` lies
strictly below the energy at `y = 0`. -/
theorem barrier_top {l J y : ℝ} (hl : 0 < l) (hJ : 0 ≤ J) (hy0 : y ≠ 0)
    (hy : y ^ 2 ≤ 1 / 4 - J ^ 2 / l ^ 2) :
    lowerSurface l J y < lowerSurface l J 0 := by
  have hk : J ^ 2 / l ^ 2 * l ^ 2 = J ^ 2 := div_mul_cancel₀ _ (by positivity)
  have hy2 : 0 < l ^ 2 * y ^ 2 := by positivity
  have hs : J < √(l ^ 2 * y ^ 2 + J ^ 2) := (Real.lt_sqrt hJ).2 (by linarith)
  have hs' : √(l ^ 2 * y ^ 2 + J ^ 2) ≤ l / 2 := by
    refine Real.sqrt_le_iff.2 ⟨by positivity, ?_⟩
    have hm := mul_le_mul_of_nonneg_left hy (sq_nonneg l)
    linarith
  have hn := mul_neg_of_pos_of_neg (sub_pos.2 hs)
    (show √(l ^ 2 * y ^ 2 + J ^ 2) + J - l < 0 by linarith)
  rw [← lowerSurface_sub_zero l y hJ] at hn
  by_contra hcon
  have hp := mul_nonneg hl.le (sub_nonneg.2 (not_lt.1 hcon))
  linarith
```

Its height is the difference of the two energies already found:

$$E(0)-E(y)=\frac l4-J+\frac{J^2}{l}=\frac{(l-2J)^2}{4l}.$$

At $l=2J$ the wells merge at $y=0$ and the height is zero.

```lean
/-- For `l > 0` and `J ≥ 0`, the energy at `y = 0` exceeds that at a point with
`y² = 1/4 - J²/l²` by `(l - 2J)²/(4l)`. -/
theorem barrier_height {l J y : ℝ} (hl : 0 < l) (hJ : 0 ≤ J)
    (hy : y ^ 2 = 1 / 4 - J ^ 2 / l ^ 2) :
    lowerSurface l J 0 - lowerSurface l J y = (l - 2 * J) ^ 2 / (4 * l) := by
  have hk : J ^ 2 / l * l = J ^ 2 := div_mul_cancel₀ _ hl.ne'
  rw [(lowerSurface_bound hl J y).2.2 hy, lowerSurface_zero l hJ,
    eq_div_iff (by positivity)]
  linear_combination 4 * hk
```

With $l$ fixed, the energy difference between $y=0$ and the positive well is continuous in $J$. At $J=0$ it equals $l/4$, the height at which the uncoupled parabolas cross, so this is the limit as $J\to0^+$, written `𝓝[>] 0`. It recovers the Marcus activation energy at zero driving force, and says nothing about a transfer rate.

```lean
/-- Marcus limit: for `l > 0`, the energy difference between `y = 0` and
`y = √(1/4 - J²/l²)` tends to `l/4` as the transfer integral `J` tends to zero from above. -/
theorem marcus_limit {l : ℝ} (hl : 0 < l) :
    Tendsto (fun J => lowerSurface l J 0 - lowerSurface l J (√(1 / 4 - J ^ 2 / l ^ 2)))
      (𝓝[>] 0) (𝓝 (l / 4)) := by
  have hc : Continuous
      (fun J => lowerSurface l J 0 - lowerSurface l J (√(1 / 4 - J ^ 2 / l ^ 2))) := by
    unfold lowerSurface
    fun_prop
  -- the value at J = 0 is the crossing height of the uncoupled parabolas
  have hv : lowerSurface l 0 0 - lowerSurface l 0 (√(1 / 4 - (0 : ℝ) ^ 2 / l ^ 2)) = l / 4 := by
    rw [barrier_height hl le_rfl (Real.sq_sqrt (by norm_num)), div_eq_iff (by positivity)]
    ring
  have ht := hc.tendsto 0
  rw [hv] at ht
  exact ht.mono_left nhdsWithin_le_nhds

end

end TwoSitePolaron
```

```lean
#print axioms TwoSitePolaron.lowerSurface_isLeast
-- 'TwoSitePolaron.lowerSurface_isLeast' depends on axioms: [propext, Classical.choice, Quot.sound]
#print axioms TwoSitePolaron.self_trapping
-- 'TwoSitePolaron.self_trapping' depends on axioms: [propext, Classical.choice, Quot.sound]
#print axioms TwoSitePolaron.barrier_top
-- 'TwoSitePolaron.barrier_top' depends on axioms: [propext, Classical.choice, Quot.sound]
#print axioms TwoSitePolaron.marcus_limit
-- 'TwoSitePolaron.marcus_limit' depends on axioms: [propext, Classical.choice, Quot.sound]
```
